# Translation-invariant \(p\)-body tensors over a finite group of \(M\) momenta have \(M^{2p-1}\) free entries for \(p\ge 1\)

Take a ring of two sites. It has two momenta, 0 and 1, added modulo 2. A two-body tensor \(T(k_0,k_1;q_0,q_1)\) over these momenta has \(2^4=16\) entries. If total momentum is conserved, an entry can be nonzero only when \(k_0+k_1=q_0+q_1\). Choose \(k_0,k_1,q_1\) freely; then \(q_0=k_0+k_1-q_1\) is forced, and it is always one of the two allowed momenta. Eight entries remain.

The same holds for any finite abelian group \(G\) of \(M\) momenta and any number \(p\ge 1\) of particles. Write \(k=(k_0,\dots,k_{p-1})\) and \(q=(q_0,\dots,q_{p-1})\) for two \(p\)-tuples of momenta. Then

\[
\#\Bigl\{(k,q):\ \sum_i k_i=\sum_i q_i\Bigr\}=M^{2p-1},
\]

and this number is also the dimension of the space of \(p\)-body tensors that commute with all lattice translations. Without the symmetry the dimension is \(M^{2p}\). For two-body tensors \(M^4\) becomes \(M^3\), and for three-body tensors \(M^6\) becomes \(M^5\).

## Arrays with one momentum index left out

A periodic coupled-cluster code can store doubles amplitudes with three momentum indices and triples amplitudes with five, and compute the missing momentum when it is needed. The count says that this layout has no redundant momentum entries and loses none, provided that the amplitudes are translation invariant, the momenta form a finite group, every index runs over the whole group and no other symmetry is used. A code with several bands has one such momentum array for each choice of band labels.

On a \(4\times4\times4\) mesh, \(M=64\). At 16 bytes per complex number, the full two-body array takes 256 MiB and the conserving one 4 MiB. For three-body tensors the figures are 1 TiB and 16 GiB.

## From translation phases to the count

**Phases.** A lattice translation \(\tau\) multiplies the plane wave of momentum \(a\) by a phase \(\tau(a)\), with \(\tau(a+b)=\tau(a)\tau(b)\) and \(\tau(0)=1\). Such a function is a character of \(G\). A product of plane waves therefore acquires the phase of its total momentum:

\[
\prod_i\tau(k_i)=\tau(K),\qquad K=\sum_i k_i .
\]

**Selection rule.** Let \(Q=\sum_i q_i\). A tensor \(T\) commutes with the translation \(\tau\) when \(\tau(K)\,T(k,q)=T(k,q)\,\tau(Q)\) for all \(k,q\), that is,

\[
\bigl(\tau(K)-\tau(Q)\bigr)\,T(k,q)=0 .
\]

Suppose \(K\ne Q\). The group \(G\) is a product of cyclic groups, and \(K-Q\) has a nonzero component \(c\) in one of them, of order \(N\) say. The character that sends a momentum with component \(a\) there to \(e^{2\pi i a/N}\) takes the value \(e^{2\pi i c/N}\ne1\) at \(K-Q\). Every character of \(G\) gives the phases of some translation of the periodic lattice, so the displayed equation holds for this \(\tau\) too. Since \(\tau(K)\ne\tau(Q)\), it gives \(T(k,q)=0\). Conversely, if \(T\) vanishes whenever \(K\neq Q\), the displayed equation holds for every \(\tau\).

**Two-body integrals.** Positions on the periodic lattice are labelled by characters too: the plane wave \(a\) has the value \(x(a)\) at position \(x\). Characters are multiplied pointwise, so \(x/y\) is the relative position and \(\tau x\) is \(x\) shifted by \(\tau\). For a potential \(v\) of the relative position, let

\[
I(k,q)=\sum_{x,y}\overline{x(k_0)}\,\overline{y(k_1)}\,v(x/y)\,x(q_0)\,y(q_1).
\]

These plane waves are unnormalised. There are \(M\) positions, so normalised waves carry a factor \(M^{-1/2}\) each, and the normalised integral is \(I/M^2\). Replacing \(x,y\) by \(\tau x,\tau y\) only reorders the sum and leaves \(x/y\) unchanged, so

\[
I(k,q)=\overline{\tau(k_0)}\,\overline{\tau(k_1)}\,\tau(q_0)\,\tau(q_1)\,I(k,q).
\]

Since \(\overline{\tau(a)}\,\tau(a)=1\), multiplication by \(\tau(k_0)\tau(k_1)\) gives \(\tau(k_0)\tau(k_1)I=I\,\tau(q_0)\tau(q_1)\). The integrals are therefore translation invariant, and the selection rule applies to them.

**Count.** In a conserving pair,

\[
q_0=\sum_{i=0}^{p-1}k_i-\sum_{i=1}^{p-1}q_i .
\]

The \(p\) momenta in \(k\) and the \(p-1\) momenta \(q_1,\dots,q_{p-1}\) are free, and every choice gives exactly one \(q_0\) in \(G\). This makes \(M^p\cdot M^{p-1}=M^{2p-1}\) pairs. For \(p=1\) the second sum is empty and the formula says \(q_0=k_0\): the tensor is diagonal, with \(M\) entries.

**Dimension.** An invariant tensor is zero off the conserving pairs and arbitrary on them. Its values there are independent coordinates, so the dimension equals the count.

## Lean file: selection rule, count and dimensions

```lean
import Mathlib

open ComplexConjugate

namespace MomentumConservationStorage

noncomputable section

variable (G : Type*) [AddCommGroup G] [Fintype G]

/-- Pairs of `p`-tuples of momenta with equal total momentum. -/
abbrev ConservingPairs (p : ℕ) : Type _ :=
  {x : (Fin p → G) × (Fin p → G) // ∑ i, x.1 i = ∑ i, x.2 i}

/-- The `p`-body tensors in the plane-wave basis that commute with all lattice translations.
A translation `τ` multiplies the plane wave of momentum `k` by the phase `τ k`. -/
def invariantTensors (p : ℕ) : Submodule ℂ ((Fin p → G) → (Fin p → G) → ℂ) where
  carrier := {T | ∀ (τ : AddChar G ℂ) (k q : Fin p → G),
    (∏ i, τ (k i)) * T k q = T k q * ∏ i, τ (q i)}
  zero_mem' := by
    intro τ k q
    simp
  add_mem' := by
    intro S T hS hT τ k q
    change (∏ i, τ (k i)) * (S k q + T k q) = (S k q + T k q) * ∏ i, τ (q i)
    rw [mul_add, add_mul, hS τ k q, hT τ k q]
  smul_mem' := by
    intro c T hT τ k q
    change (∏ i, τ (k i)) * (c * T k q) = (c * T k q) * ∏ i, τ (q i)
    linear_combination c * hT τ k q

variable {G}

/-- The two-body integral of a potential `v` of the relative position, between products of
unnormalised plane waves on the periodic lattice; positions are the characters of `G`. -/
def twoBodyIntegral (v : AddChar G ℂ → ℂ) (k q : Fin 2 → G) : ℂ :=
  ∑ x : AddChar G ℂ, ∑ y : AddChar G ℂ,
    conj (x (k 0)) * conj (y (k 1)) * v (x / y) * x (q 0) * y (q 1)

omit [Fintype G] in
/-- Under a translation, a product of plane waves acquires the phase of its total momentum. -/
theorem phase_total (τ : AddChar G ℂ) (p : ℕ) (k : Fin p → G) :
    τ (∑ i, k i) = ∏ i, τ (k i) := by
  induction p with
  | zero => simp
  | succ n ih =>
    rw [Fin.sum_univ_succ, Fin.prod_univ_succ, AddChar.map_add_eq_mul, ih]

/-- A `p`-body tensor is translation invariant exactly when it vanishes between
plane-wave products of different total momentum. -/
theorem mem_invariantTensors_iff {p : ℕ} (T : (Fin p → G) → (Fin p → G) → ℂ) :
    T ∈ invariantTensors G p ↔ ∀ k q, ∑ i, k i ≠ ∑ i, q i → T k q = 0 := by
  constructor
  · intro hT k q hkq
    -- some translation distinguishes the two total momenta
    obtain ⟨τ, hτ⟩ := AddChar.exists_apply_ne_zero.2 (sub_ne_zero.2 hkq)
    have h := hT τ k q
    rw [← phase_total, ← phase_total] at h
    by_contra h0
    have e : τ (∑ i, k i) = τ (∑ i, q i) :=
      mul_right_cancel₀ h0 (h.trans (mul_comm _ _))
    apply hτ
    rw [sub_eq_add_neg, AddChar.map_add_eq_mul, e, ← AddChar.map_add_eq_mul,
      add_neg_cancel, AddChar.map_zero_eq_one]
  · intro h τ k q
    by_cases e : ∑ i, k i = ∑ i, q i
    · rw [← phase_total, ← phase_total, e, mul_comm]
    · rw [h k q e, mul_zero, zero_mul]

/-- The two-body integrals of any potential that depends only on the relative position
form a translation-invariant tensor. -/
theorem twoBodyIntegral_mem (v : AddChar G ℂ → ℂ) :
    twoBodyIntegral v ∈ invariantTensors G 2 := by
  intro τ k q
  have unit (a : G) : conj (τ a) * τ a = 1 := by
    rw [← AddChar.map_neg_eq_conj, ← AddChar.map_add_eq_mul, neg_add_cancel,
      AddChar.map_zero_eq_one]
  -- shifting both positions by `τ` leaves the double sum unchanged
  have h : conj (τ (k 0)) * conj (τ (k 1)) * τ (q 0) * τ (q 1) * twoBodyIntegral v k q
      = twoBodyIntegral v k q := by
    unfold twoBodyIntegral
    rw [Finset.mul_sum]
    refine Fintype.sum_equiv (Equiv.mulLeft τ) _ _ fun x => ?_
    rw [Finset.mul_sum]
    refine Fintype.sum_equiv (Equiv.mulLeft τ) _ _ fun y => ?_
    simp only [Equiv.coe_mulLeft, AddChar.mul_apply, mul_div_mul_left_eq_div, map_mul]
    ring
  rw [Fin.prod_univ_two, Fin.prod_univ_two]
  linear_combination (-(τ (k 0) * τ (k 1))) * h +
    (τ (q 0) * τ (q 1) * twoBodyIntegral v k q) *
      (conj (τ (k 1)) * τ (k 1) * unit (k 0) + unit (k 1))

variable (G)

/-- In a momentum-conserving pair of `(n+1)`-tuples, the first momentum of the second tuple
is fixed by all the others, which are free. -/
def freeMomenta (n : ℕ) : ConservingPairs G (n + 1) ≃ (Fin (n + 1) → G) × (Fin n → G) where
  toFun x := (x.1.1, fun i => x.1.2 i.succ)
  invFun y := ⟨(y.1, (Fin.cons (∑ i, y.1 i - ∑ i, y.2 i) y.2 : Fin (n + 1) → G)), by
    simp [Fin.sum_cons]⟩
  left_inv := by
    rintro ⟨⟨k, q⟩, h⟩
    have h' : ∑ i, k i = q 0 + ∑ i : Fin n, q i.succ := h.trans (Fin.sum_univ_succ q)
    refine Subtype.ext (Prod.ext rfl (funext fun i => ?_))
    refine Fin.cases ?_ (fun j => rfl) i
    change ∑ i, k i - ∑ i : Fin n, q i.succ = q 0
    rw [h', add_sub_cancel_right]
  right_inv := fun _ => Prod.ext rfl (funext fun _ => rfl)

/-- Over a finite abelian group of `M` momenta, the pairs of `p`-tuples with equal total momentum
number `M^(2p-1)`, where `p = n + 1`. -/
theorem card_conservingPairs (n : ℕ) :
    Nat.card (ConservingPairs G (n + 1)) = Fintype.card G ^ (2 * n + 1) := by
  rw [Nat.card_congr (freeMomenta G n), Nat.card_prod, Nat.card_eq_fintype_card,
    Nat.card_eq_fintype_card, Fintype.card_fun, Fintype.card_fun, Fintype.card_fin,
    Fintype.card_fin]
  ring

open scoped Classical in
/-- A translation-invariant tensor is the same as a free choice of one complex number for
each momentum-conserving pair. -/
def storageEquiv (p : ℕ) : invariantTensors G p ≃ₗ[ℂ] (ConservingPairs G p → ℂ) where
  toFun T := fun x => T.1 x.1.1 x.1.2
  map_add' _ _ := rfl
  map_smul' _ _ := rfl
  invFun f := ⟨fun k q => if h : ∑ i, k i = ∑ i, q i then f ⟨(k, q), h⟩ else 0,
    (mem_invariantTensors_iff _).2 fun _ _ h => dif_neg h⟩
  left_inv := by
    intro T
    refine Subtype.ext (funext fun k => funext fun q => ?_)
    by_cases h : ∑ i, k i = ∑ i, q i
    · exact dif_pos h
    · exact (dif_neg h).trans ((mem_invariantTensors_iff _).1 T.2 k q h).symm
  right_inv := fun _ => funext fun x => dif_pos x.2

/-- Translation-invariant `p`-body tensors over a finite abelian group of `M` momenta have exactly
`M^(2p-1)` independent complex entries, where `p = n + 1`. -/
theorem finrank_invariantTensors (n : ℕ) :
    Module.finrank ℂ (invariantTensors G (n + 1)) = Fintype.card G ^ (2 * n + 1) := by
  classical
  rw [(storageEquiv G (n + 1)).finrank_eq, Module.finrank_fintype_fun_eq_card,
    ← Nat.card_eq_fintype_card, card_conservingPairs]

omit [AddCommGroup G] in
/-- Without translation invariance, `p`-body tensors over `M` momenta have `M^(2p)`
independent complex entries. -/
theorem finrank_allTensors (p : ℕ) :
    Module.finrank ℂ ((Fin p → G) → (Fin p → G) → ℂ) = Fintype.card G ^ (2 * p) := by
  rw [Module.finrank_pi_fintype]
  simp only [Module.finrank_fintype_fun_eq_card, Finset.sum_const, Finset.card_univ,
    Fintype.card_fun, Fintype.card_fin, smul_eq_mul]
  ring

/-- Over a finite abelian group of `M` momenta, the space of all two-body tensors has dimension
`M^4` and its translation-invariant subspace `M^3`; for three-body tensors the dimensions are `M^6`
and `M^5`. -/
theorem storage_two_and_three_body :
    (Module.finrank ℂ ((Fin 2 → G) → (Fin 2 → G) → ℂ) = Fintype.card G ^ 4 ∧
      Module.finrank ℂ (invariantTensors G 2) = Fintype.card G ^ 3) ∧
    (Module.finrank ℂ ((Fin 3 → G) → (Fin 3 → G) → ℂ) = Fintype.card G ^ 6 ∧
      Module.finrank ℂ (invariantTensors G 3) = Fintype.card G ^ 5) :=
  ⟨⟨finrank_allTensors G 2, finrank_invariantTensors G 1⟩,
    ⟨finrank_allTensors G 3, finrank_invariantTensors G 2⟩⟩

end

end MomentumConservationStorage
```

```lean
#print axioms MomentumConservationStorage.twoBodyIntegral_mem
#print axioms MomentumConservationStorage.finrank_invariantTensors
#print axioms MomentumConservationStorage.storage_two_and_three_body
```

```
'MomentumConservationStorage.twoBodyIntegral_mem' depends on axioms: [propext, Classical.choice, Quot.sound]
'MomentumConservationStorage.finrank_invariantTensors' depends on axioms: [propext, Classical.choice, Quot.sound]
'MomentumConservationStorage.storage_two_and_three_body' depends on axioms: [propext, Classical.choice, Quot.sound]
```

## Characters as positions, functions as tensors

The type `G` is the set of momenta, and `Fintype.card G` is \(M\). Tuples are functions `Fin p → G`, numbered from 0 as above. `ConservingPairs G p` is the type of pairs with equal sums. A tensor is a function of two tuples with complex values, and `invariantTensors G p` is the subspace of tensors that commute with the phases of every `τ : AddChar G ℂ`. Momentum conservation does not appear in that definition; it is derived.

`card_conservingPairs` is the count and `finrank_invariantTensors` is the dimension. Both use \(p=n+1\), so the exponent \(2p-1\) is written `2 * n + 1` and no subtraction of natural numbers occurs. `finrank_allTensors` gives \(M^{2p}\) for unrestricted tensors, and `storage_two_and_three_body` collects the four dimensions for \(p=2\) and \(p=3\).

"Storage" thus means the number of independent complex entries. It does not include index tables, padding or the cost of a contraction.

## From `phase_total` to the dimensions

`phase_total` proves the product formula for phases by induction on the number of particles, splitting off the first momentum at each step.

`mem_invariantTensors_iff` is the selection rule. In the forward direction, `AddChar.exists_apply_ne_zero` supplies a character that differs from 1 at \(K-Q\). If \(T(k,q)\) were nonzero, `mul_right_cancel₀` would cancel it from the commutation equation and give \(\tau(K)=\tau(Q)\), a contradiction. The reverse direction treats equal and unequal totals separately.

`twoBodyIntegral_mem` carries out the shift of both positions. `Fintype.sum_equiv (Equiv.mulLeft τ)` is the change of variable, used once for `x` and once for `y`. The local statement `unit` is \(\overline{\tau(a)}\,\tau(a)=1\), and the final `linear_combination` is the multiplication by \(\tau(k_0)\tau(k_1)\).

`freeMomenta` is the bijection behind the count. Its forward map drops \(q_0\), and its inverse restores it by the formula above. `card_conservingPairs` then multiplies the sizes of the two factors.

`storageEquiv` restricts an invariant tensor to the conserving pairs; its inverse fills the other entries with zeros. Since it is a linear equivalence, `finrank_invariantTensors` follows from the count.

## Cutoffs, occupied orbitals and the bare interaction

The theorems guarantee the count for every finite abelian group and the invariance of the two-body integrals for every complex-valued `v` of the relative position. Several features of real codes lie beyond them.

**Plane-wave cutoffs.** The count needs the forced momentum to belong to the set. Take the momenta 0 and 1 again, but add them as ordinary integers, as in a plane-wave basis with a cutoff. Two-particle totals 0, 1 and 2 arise from 1, 2 and 1 tuples, so there are \(1^2+2^2+1^2=6\) conserving pairs and not 8. The choices \((k_0,k_1,q_1)=(0,0,1)\) and \((1,1,0)\) would require \(q_0=-1\) and \(q_0=2\), which are not in the basis. The formula can therefore fail for a finite set of momenta that is not closed under addition. For jellium with a cutoff, \(M^{2p-1}\) is an upper bound, because \(q_0\) is still determined by the other momenta when it exists.

**Amplitudes.** Invariance is proved for the two-body integrals. For doubles and triples amplitudes it is a condition that the user must supply, and it stands for a calculation whose reference state, equations and chosen solution respect the lattice translations. A charge-density-wave reference can violate it. The count also lets every index run over all of \(G\). That fits a crystal whose occupied and virtual bands exist at every mesh point, but not a one-band electron gas, where occupied and virtual momenta are disjoint sets.

**Further structure.** Permutation symmetry, Hermiticity, spin and point-group symmetry are not used, and each may change the number of entries to be stored. The bare interaction between plane waves has much more structure than a general invariant tensor: a short calculation that the file does not contain gives, for conserving pairs,

\[
\frac{I(k,q)}{M^2}=\frac1M\sum_{r}v(r)\,r(q_0-k_0),
\]

where \(r\) runs over relative positions. These integrals depend only on the momentum transfer, and \(M\) numbers suffice for them. The \(M^3\) array is meant for tensors without this property, such as general doubles amplitudes.

**A definition by the selection rule.** Invariant tensors could also have been defined as those that vanish unless \(K=Q\). The dimensions would be the same and the characters would not be needed to obtain them. Momentum conservation would then be an assumption, and its link to lattice translations would have to be shown separately.
